# Local quadratic convergence of one-coordinate RFO at a minimum with positive curvature

## A harmonic well

Take the energy curve f(x) = x²/2, with minimum at 0, gradient x and curvature 1. A Newton step from any x lands exactly on 0. The rational function optimisation (RFO) step gives instead

x − 2x/(1 + √(1 + 4x²)) = 4x³/(1 + √(1 + 4x²))².

The denominator on the right is at least 4, so the new error is at most |x|³. RFO falls short of the Newton step, but only by a cubic amount. On an anharmonic curve the error of Newton itself is in general quadratic, and the cubic shortfall does not spoil that order.

## The RFO step as a lowest eigenvector

For gradient g and curvature h, RFO replaces the quadratic model of the energy change by

(g s + h s²/2)/(1 + s²).

This is half the Rayleigh quotient of the augmented Hessian [[h, g], [g, 0]] at the vector (s, 1). The 1 in the denominator sets a length scale, so g and h are numbers in fixed units. Write

D = h + √(h² + 4g²), s = −2g/D.

If g ≠ 0 or h > 0, then D > 0. Squaring D − h gives

D² = 2hD + 4g².

Hence (hs + g)D² = g(D² − 2hD) = 4g³ = g s² D², so hs + g = g s². This is the first row of the eigenvalue equation for (s, 1) with eigenvalue gs; the second row is immediate.

The same relation gives h − gs = D/2, and for any vector (a, b)

h a² + 2g ab − gs(a² + b²) = (D/2)(a − sb)² ≥ 0.

So gs is the lowest eigenvalue, and s minimises the rational model.

## The error of one step

Let h > 0. The distance from the Newton step −g/h is

s + g/h = g(D − 2h)/(hD) = g(D² − 2hD)/(hD²) = 4g³/(hD²).

Since D ≥ 2h, this is at most |g|³/h³ in size.

Now let g(x) = f'(x) and h(x) = f''(x), with g(p) = 0 and m = h(p) > 0, and put e = x − p. As h is differentiable at p, there is L > 0 with |h(y) − h(p)| ≤ L|y − p| near p. Take x so close to p that also m/2 < h(x) < 2m and |e| < 1.

For fixed x, the function y ↦ g(y) − h(x)y has derivative h(y) − h(x), of size at most 2L|e| when |y − p| ≤ |e|. The mean value inequality between p and x gives

|g(x) − h(x)e| ≤ 2L e².

Dividing by h(x) bounds the Newton error:

|e − g(x)/h(x)| ≤ (4L/m) e².

It also follows that |g(x)| ≤ 2L e² + 2m|e| ≤ K|e|, with K = 2m + 2L. The RFO step therefore differs from the Newton step by at most (2K/m)³|e|³ ≤ (2K/m)³ e². Adding the two parts,

|x + s − p| ≤ C e², C = 4L/m + (2K/m)³.

## From one step to convergence

Let d be the radius on which this bound holds, and start with |e| < min(d, 1/(2C)). Then C|e| < 1/2, so the new error is at most |e|/2 and the next point is still in the interval. By induction the error after n steps is at most 2⁻ⁿ times the initial one. The iterates converge to p, and the quadratic bound applies at every step.

## What the theorems say

`rfoUpdate_quadratic` takes a function `f : ℝ → ℝ`, three times continuously differentiable on the whole line (`ContDiff ℝ 3 f`), with `deriv f p = 0` and `0 < deriv (deriv f) p`. It provides positive C and d such that every x within d of p is sent by `rfoUpdate f` to a point within C(x − p)² of p. `rfo_iterates_converge` adds convergence of the iterates `(rfoUpdate f)^[n] x`, with the quadratic bound at each step.

A bond-stretching curve that is singular at zero separation fails the global smoothness hypothesis. The local version `rfoStep_quadratic` accommodates it: g need only have derivative h near p, and h need only be differentiable at p.

For geometry optimisation in electronic structure, this describes the final approach to a minimum along a single coordinate with exact first and second derivatives. Coupled coordinates, approximate Hessians, step-length limits and saddle-point searches are not treated, and d may be small.

## The Lean file

```lean
import Mathlib

open Matrix Filter Topology

namespace RationalFunctionOptimization

noncomputable section

/-- The augmented Hessian of one coordinate with gradient `g` and curvature `h`. -/
def augHessian (g h : ℝ) : Matrix (Fin 2) (Fin 2) ℝ := !![h, g; g, 0]

/-- The denominator `h + √(h² + 4g²)` of the RFO step. -/
def rfoDenom (g h : ℝ) : ℝ := h + √(h ^ 2 + 4 * g ^ 2)

/-- The RFO step `-2g / (h + √(h² + 4g²))` for gradient `g` and curvature `h`. -/
def rfoStep (g h : ℝ) : ℝ := -(2 * g) / rfoDenom g h

/-- One RFO update of the coordinate `x` on the energy curve `f`. -/
def rfoUpdate (f : ℝ → ℝ) (x : ℝ) : ℝ :=
  x + rfoStep (deriv f x) (deriv (deriv f) x)

/-- The RFO denominator is positive when the gradient is nonzero or the curvature is positive. -/
theorem rfoDenom_pos {g h : ℝ} (hgh : g ≠ 0 ∨ 0 < h) : 0 < rfoDenom g h := by
  unfold rfoDenom
  rcases hgh with hg | hh
  · have hg2 : 0 < g ^ 2 := by positivity
    have := Real.lt_sqrt_of_sq_lt (x := -h) (y := h ^ 2 + 4 * g ^ 2) (by nlinarith)
    linarith
  · have := Real.sqrt_nonneg (h ^ 2 + 4 * g ^ 2)
    linarith

/-- The RFO denominator `D` solves the quadratic equation `D² = 2hD + 4g²`. -/
theorem rfoDenom_sq (g h : ℝ) :
    rfoDenom g h ^ 2 = 2 * h * rfoDenom g h + 4 * g ^ 2 := by
  have hS := Real.sq_sqrt (show 0 ≤ h ^ 2 + 4 * g ^ 2 by positivity)
  unfold rfoDenom
  linear_combination hS

/-- When the gradient is nonzero or the curvature is positive, the RFO step, completed by a unit
second component, is an eigenvector of the augmented Hessian, with eigenvalue gradient times step.
-/
theorem augHessian_eigenvector {g h : ℝ} (hgh : g ≠ 0 ∨ 0 < h) :
    augHessian g h *ᵥ ![rfoStep g h, 1] = (g * rfoStep g h) • ![rfoStep g h, 1] := by
  have hD := (rfoDenom_pos hgh).ne'
  have hD2 := rfoDenom_sq g h
  have hs : rfoStep g h * rfoDenom g h = -(2 * g) := div_mul_cancel₀ _ hD
  generalize rfoStep g h = s at *
  generalize rfoDenom g h = D at *
  have key : h * s + g = g * s * s := by
    apply mul_right_cancel₀ (pow_ne_zero 2 hD)
    linear_combination (h * D - g * (s * D - 2 * g)) * hs + g * hD2
  ext i
  fin_cases i
  · simpa [augHessian, Matrix.mulVec, dotProduct, Fin.sum_univ_two] using key
  · simp [augHessian, Matrix.mulVec, dotProduct, Fin.sum_univ_two]

/-- When the gradient is nonzero or the curvature is positive, gradient times RFO step is a lower
bound for the quadratic form of the augmented Hessian relative to the squared length of the vector.
-/
theorem augHessian_lower_bound {g h : ℝ} (hgh : g ≠ 0 ∨ 0 < h) (v : Fin 2 → ℝ) :
    g * rfoStep g h * (v ⬝ᵥ v) ≤ v ⬝ᵥ (augHessian g h *ᵥ v) := by
  have hD := rfoDenom_pos hgh
  have hD2 := rfoDenom_sq g h
  have hs : rfoStep g h * rfoDenom g h = -(2 * g) := div_mul_cancel₀ _ hD.ne'
  generalize rfoStep g h = s at *
  generalize rfoDenom g h = D at *
  have h1 : h - g * s = D / 2 := by
    apply mul_right_cancel₀ hD.ne'
    linear_combination -g * hs - hD2 / 2
  -- the difference of the two sides is a perfect square
  have key : h * v 0 ^ 2 + 2 * g * v 0 * v 1 - g * s * (v 0 ^ 2 + v 1 ^ 2)
      = D / 2 * (v 0 - s * v 1) ^ 2 := by
    linear_combination v 0 ^ 2 * h1 + (v 0 * v 1 - v 1 ^ 2 * s / 2) * hs
  have hpos : 0 ≤ D / 2 * (v 0 - s * v 1) ^ 2 := by positivity
  simp only [augHessian, Matrix.mulVec, dotProduct, Fin.sum_univ_two, Matrix.of_apply,
    Matrix.cons_val_zero, Matrix.cons_val_one, Matrix.cons_val_fin_one]
  nlinarith [key, hpos]

/-- At positive curvature the RFO step differs from the Newton step `-g/h` by at most
`|g|³/h³`. -/
theorem rfoStep_sub_newton {g h : ℝ} (hh : 0 < h) :
    |rfoStep g h + g / h| ≤ |g| ^ 3 / h ^ 3 := by
  have hD := rfoDenom_pos (g := g) (Or.inr hh)
  have hD2 := rfoDenom_sq g h
  have hs : rfoStep g h * rfoDenom g h = -(2 * g) := div_mul_cancel₀ _ hD.ne'
  have hle : 2 * h ≤ rfoDenom g h := by
    have h1 := Real.abs_le_sqrt (show h ^ 2 ≤ h ^ 2 + 4 * g ^ 2 by nlinarith [sq_nonneg g])
    have h2 := le_abs_self h
    unfold rfoDenom
    linarith
  generalize rfoStep g h = s at *
  generalize rfoDenom g h = D at *
  have hpos : 0 < h * D ^ 2 := by positivity
  have heq : s + g / h = 4 * g ^ 3 / (h * D ^ 2) := by
    have hg : g / h * h = g := div_mul_cancel₀ _ hh.ne'
    rw [eq_div_iff hpos.ne']
    generalize g / h = q at hg ⊢
    linear_combination h * D * hs + D ^ 2 * hg + g * hD2
  rw [heq, abs_div, abs_of_pos hpos, abs_mul, abs_pow, abs_of_pos (show (0 : ℝ) < 4 by norm_num),
    div_le_div_iff₀ hpos (by positivity)]
  have h4 : 4 * h ^ 2 ≤ D ^ 2 := by nlinarith
  have h5 := mul_le_mul_of_nonneg_left h4 (show 0 ≤ |g| ^ 3 * h by positivity)
  linarith

/-- Quadratic error bound for one RFO step from any point close enough to `p`, with gradient `g`
and, near `p`, curvature `h = g'`, where the curvature is positive and differentiable at the
stationary point `p`. -/
theorem rfoStep_quadratic {g h : ℝ → ℝ} {p : ℝ} (hg : ∀ᶠ x in 𝓝 p, HasDerivAt g (h x) x)
    (hd : DifferentiableAt ℝ h p) (hgp : g p = 0) (hp : 0 < h p) :
    ∃ C > 0, ∃ d > 0, ∀ x, |x - p| < d →
      |x + rfoStep (g x) (h x) - p| ≤ C * (x - p) ^ 2 := by
  obtain ⟨L, hL0, hL⟩ := hd.isBigO_sub.exists_pos
  have e1 : ∀ᶠ x in 𝓝 p, h p / 2 < h x :=
    hd.continuousAt.eventually (lt_mem_nhds (by linarith))
  have e2 : ∀ᶠ x in 𝓝 p, h x < 2 * h p :=
    hd.continuousAt.eventually (gt_mem_nhds (by linarith))
  obtain ⟨r, hr, hball⟩ := Metric.eventually_nhds_iff.1 (hg.and (hL.bound.and (e1.and e2)))
  simp only [Real.dist_eq, Real.norm_eq_abs] at hball
  refine ⟨2 * L / (h p / 2) + (2 * h p + 2 * L) ^ 3 / (h p / 2) ^ 3, by positivity,
    min r 1, by positivity, fun x hx => ?_⟩
  have hxr : |x - p| < r := hx.trans_le (min_le_left _ _)
  have hx1 : |x - p| < 1 := hx.trans_le (min_le_right _ _)
  obtain ⟨-, hxL, hlo, hhi⟩ := hball hxr
  have hx0 : 0 < h x := by linarith
  have he := abs_nonneg (x - p)
  -- mean value inequality for the gradient minus its linear model
  have hmv : ‖(g x - h x * x) - (g p - h x * p)‖ ≤ 2 * L * |x - p| * ‖x - p‖ := by
    refine Convex.norm_image_sub_le_of_norm_hasDerivWithin_le
      (f := fun y => g y - h x * y) (f' := fun y => h y - h x)
      (s := Metric.closedBall p |x - p|) ?_ ?_ (convex_closedBall _ _) ?_ ?_
    · intro y hy
      rw [Metric.mem_closedBall, Real.dist_eq] at hy
      have h2 : HasDerivAt (fun y => h x * y) (h x) y := by
        simpa using (hasDerivAt_id y).const_mul (h x)
      exact ((hball (hy.trans_lt hxr)).1.fun_sub h2).hasDerivWithinAt
    · intro y hy
      rw [Metric.mem_closedBall, Real.dist_eq] at hy
      have h1 := (hball (hy.trans_lt hxr)).2.1
      have h2 := abs_sub_le (h y) (h p) (h x)
      rw [abs_sub_comm (h p) (h x)] at h2
      have h3 := mul_le_mul_of_nonneg_left hy hL0.le
      rw [Real.norm_eq_abs]
      linarith
    · exact Metric.mem_closedBall_self he
    · rw [Metric.mem_closedBall, Real.dist_eq]
  have hlin : |g x - h x * (x - p)| ≤ 2 * L * |x - p| ^ 2 := by
    rw [Real.norm_eq_abs, Real.norm_eq_abs, hgp] at hmv
    calc |g x - h x * (x - p)| = |(g x - h x * x) - (0 - h x * p)| := by congr 1; ring
      _ ≤ 2 * L * |x - p| * |x - p| := hmv
      _ = 2 * L * |x - p| ^ 2 := by ring
  have hgx : |g x| ≤ (2 * h p + 2 * L) * |x - p| := by
    have h1 := abs_add_le (g x - h x * (x - p)) (h x * (x - p))
    rw [sub_add_cancel, abs_mul, abs_of_pos hx0] at h1
    have h2 := mul_le_mul_of_nonneg_right hhi.le he
    have h3 : |x - p| ^ 2 ≤ |x - p| := by nlinarith
    have h4 := mul_le_mul_of_nonneg_left h3 hL0.le
    linarith
  -- Newton part of the error
  have hN : |x - p - g x / h x| ≤ 2 * L / (h p / 2) * |x - p| ^ 2 := by
    have h1 : x - p - g x / h x = -(g x - h x * (x - p)) / h x := by
      field_simp
      ring
    rw [h1, abs_div, abs_neg, abs_of_pos hx0]
    calc |g x - h x * (x - p)| / h x ≤ 2 * L * |x - p| ^ 2 / (h p / 2) := by gcongr
      _ = 2 * L / (h p / 2) * |x - p| ^ 2 := by ring
  -- deviation of RFO from Newton
  have hR : |rfoStep (g x) (h x) + g x / h x|
      ≤ (2 * h p + 2 * L) ^ 3 / (h p / 2) ^ 3 * |x - p| ^ 2 := by
    have h3 : |x - p| ^ 3 ≤ |x - p| ^ 2 := by nlinarith [sq_nonneg |x - p|]
    calc _ ≤ |g x| ^ 3 / h x ^ 3 := rfoStep_sub_newton hx0
      _ ≤ ((2 * h p + 2 * L) * |x - p|) ^ 3 / (h p / 2) ^ 3 := by gcongr
      _ = (2 * h p + 2 * L) ^ 3 / (h p / 2) ^ 3 * |x - p| ^ 3 := by ring
      _ ≤ _ := by gcongr
  have hsum := abs_add_le (x - p - g x / h x) (rfoStep (g x) (h x) + g x / h x)
  rw [show x - p - g x / h x + (rfoStep (g x) (h x) + g x / h x)
    = x + rfoStep (g x) (h x) - p by ring] at hsum
  rw [← sq_abs (x - p), add_mul]
  linarith

/-- Near a stationary point of positive curvature of a three times continuously differentiable
energy curve, one RFO update leaves an error at most quadratic in the previous one. -/
theorem rfoUpdate_quadratic {f : ℝ → ℝ} {p : ℝ} (hf : ContDiff ℝ 3 f)
    (hp : deriv f p = 0) (hpp : 0 < deriv (deriv f) p) :
    ∃ C > 0, ∃ d > 0, ∀ x, |x - p| < d → |rfoUpdate f x - p| ≤ C * (x - p) ^ 2 := by
  have h1 : ContDiff ℝ 2 (deriv f) :=
    (contDiff_succ_iff_deriv.1 (show ContDiff ℝ (2 + 1) f from hf)).2.2
  have h2 : ContDiff ℝ 1 (deriv (deriv f)) :=
    (contDiff_succ_iff_deriv.1 (show ContDiff ℝ (1 + 1) (deriv f) from h1)).2.2
  exact rfoStep_quadratic
    (Eventually.of_forall fun x => (h1.differentiable (by norm_num) x).hasDerivAt)
    (h2.differentiable (by norm_num) p) hp hpp

/-- On a three times continuously differentiable energy curve, RFO iterations started close enough
to a stationary point of positive curvature converge to it, and every step obeys a quadratic error
bound. -/
theorem rfo_iterates_converge {f : ℝ → ℝ} {p : ℝ} (hf : ContDiff ℝ 3 f)
    (hp : deriv f p = 0) (hpp : 0 < deriv (deriv f) p) :
    ∃ C > 0, ∃ d > 0, ∀ x, |x - p| < d →
      Tendsto (fun n => (rfoUpdate f)^[n] x) atTop (𝓝 p) ∧
      ∀ n, |(rfoUpdate f)^[n + 1] x - p| ≤ C * ((rfoUpdate f)^[n] x - p) ^ 2 := by
  obtain ⟨C, hC, d, hd, H⟩ := rfoUpdate_quadratic hf hp hpp
  refine ⟨C, hC, min d (1 / (2 * C)), by positivity, fun x hx => ?_⟩
  have hxd := hx.trans_le (min_le_left _ _)
  have hxC : |x - p| * (2 * C) < 1 :=
    (lt_div_iff₀ (by positivity)).1 (hx.trans_le (min_le_right _ _))
  have hle : ∀ n : ℕ, (1 / 2 : ℝ) ^ n * |x - p| ≤ |x - p| := fun n =>
    mul_le_of_le_one_left (abs_nonneg _) (pow_le_one₀ (by norm_num) (by norm_num))
  -- after `n` steps the error is at most `(1/2)^n` times the initial one
  have hb : ∀ n : ℕ, |(rfoUpdate f)^[n] x - p| ≤ (1 / 2 : ℝ) ^ n * |x - p| := by
    intro n
    induction n with
    | zero => simp
    | succ n ih =>
      rw [Function.iterate_succ_apply']
      have hn := ih.trans (hle n)
      have h1 := H _ (hn.trans_lt hxd)
      rw [← sq_abs] at h1
      have h0 := abs_nonneg ((rfoUpdate f)^[n] x - p)
      have h2 : C * |(rfoUpdate f)^[n] x - p| ≤ 1 / 2 := by nlinarith
      have h3 := mul_le_mul_of_nonneg_right h2 h0
      rw [pow_succ]
      nlinarith
  constructor
  · rw [tendsto_iff_dist_tendsto_zero]
    have hlim : Tendsto (fun n : ℕ => (1 / 2 : ℝ) ^ n * |x - p|) atTop (𝓝 0) := by
      simpa using (tendsto_pow_atTop_nhds_zero_of_lt_one (r := (1 / 2 : ℝ))
        (by norm_num) (by norm_num)).mul_const |x - p|
    have hdist : ∀ n : ℕ, dist ((rfoUpdate f)^[n] x) p ≤ (1 / 2 : ℝ) ^ n * |x - p| := by
      intro n
      simpa only [Real.dist_eq] using hb n
    exact squeeze_zero (fun n => dist_nonneg) hdist hlim
  · intro n
    rw [Function.iterate_succ_apply']
    exact H _ (((hb n).trans (hle n)).trans_lt hxd)

end

end RationalFunctionOptimization
```

```lean
#print axioms RationalFunctionOptimization.augHessian_eigenvector
#print axioms RationalFunctionOptimization.augHessian_lower_bound
#print axioms RationalFunctionOptimization.rfo_iterates_converge
```

```
'RationalFunctionOptimization.augHessian_eigenvector' depends on axioms: [propext, Classical.choice, Quot.sound]
'RationalFunctionOptimization.augHessian_lower_bound' depends on axioms: [propext, Classical.choice, Quot.sound]
'RationalFunctionOptimization.rfo_iterates_converge' depends on axioms: [propext, Classical.choice, Quot.sound]
```

## How the proof is organised

`rfoDenom_pos` and `rfoDenom_sq` supply the sign of D and its quadratic equation. The next three lemmas use them in the same way: `generalize` turns s and D into plain variables tied by sD = −2g and D² = 2hD + 4g², and `linear_combination` verifies each identity from those relations. `augHessian_eigenvector` multiplies through by D², as in the derivation. `augHessian_lower_bound` establishes the perfect square, and `rfoStep_sub_newton` the cubic formula `heq` and its bound. The two eigenvalue lemmas identify the step as the RFO step; the convergence argument does not use them.

In `rfoStep_quadratic`, `hd.isBigO_sub.exists_pos` produces L, and one ball around p collects all the local conditions. `hmv` is the mean value inequality on the closed ball of radius |x − p|. From it come `hlin`, the bound `hgx` on the gradient, the Newton part `hN` and the RFO deviation `hR`; the triangle inequality `hsum` joins the last two.

`rfoUpdate_quadratic` applies this to the derivatives of f, using `contDiff_succ_iff_deriv` twice to pass smoothness from f to f' and f''. In `rfo_iterates_converge`, the induction `hb` is the halving argument, and `squeeze_zero` turns the geometric bound into convergence.
